# The Dirichlet Green's function on an interval solves $-u''+k^2u=f$ for every continuous source

In Lean, a function `u : ℝ → ℝ` has values on the whole line, so "u solves the problem on $[0,L]$" calls for a decision about the walls. Here the differential equation is imposed only at interior points, and $u$ must be continuous on the closed interval. The continuity ties the boundary values to the interior: without it, any solution inside could be set to zero at the two end points by decree, and uniqueness would fail.

With that meaning, and for $k,L>0$, integrating the Green's function against a source $f$ continuous on $[0,L]$ gives the solution that vanishes at both walls, and it is the only one on $[0,L]$. One may think of $u$ as a screened potential between two grounded plates, with $k$ the inverse screening length. In quantum mechanics, let $H$ be the Hamiltonian of a single free particle in a one-dimensional box, in units where $\hbar^2/2m=1$. The same integral then applies the resolvent $(H-E)^{-1}$ to $f$, at the energy $E=-k^2$ below the spectrum of $H$.

```lean
import Mathlib

open Set

namespace DirichletIntervalGreen

noncomputable section
```

Mathlib supplies the calculus. After `open Set`, the closed interval $[0,L]$ can be written `Icc 0 L` and the open interval $(0,L)$ `Ioo 0 L`.

```lean
/-- The Green's function of `-d²/dx² + k²` on `[0, L]` with Dirichlet walls, for `k, L > 0`. -/
def green (k L x y : ℝ) : ℝ :=
  Real.sinh (k * min x y) * Real.sinh (k * (L - max x y)) / (k * Real.sinh (k * L))
```

This is the kernel

$$g(x,y)=\frac{\sinh(k\min(x,y))\,\sinh(k(L-\max(x,y)))}{k\sinh(kL)}.$$

The definition accepts all real arguments; the conditions $k,L>0$ appear as hypotheses of the theorems that need them.

```lean
/-- The response at `x` to a source `f`: the Green's function integrated against `f`. -/
def response (k L : ℝ) (f : ℝ → ℝ) (x : ℝ) : ℝ :=
  ∫ y in (0 : ℝ)..L, green k L x y * f y
```

The response is $u(x)=\int_0^L g(x,y)f(y)\,dy$. Only the values of $f$ on $[0,L]$ enter.

```lean
/-- `u` is continuous on `[0, L]`, vanishes at both walls, and satisfies
`-u'' + k² u = f` at every interior point. -/
def IsDirichletSolution (k L : ℝ) (f u : ℝ → ℝ) : Prop :=
  ContinuousOn u (Icc 0 L) ∧ u 0 = 0 ∧ u L = 0 ∧
    ∃ u' u'' : ℝ → ℝ, ∀ x ∈ Ioo 0 L,
      HasDerivAt u (u' x) x ∧ HasDerivAt u' (u'' x) x ∧ -u'' x + k ^ 2 * u x = f x
```

A `Prop` is a statement, and this one defines what a solution is. The symbol `∧` means "and". In Lean `u'` is merely a name, and the prime differentiates nothing. What makes `u'` the derivative is `HasDerivAt u (u' x) x`, which says that $u$ has derivative $u'(x)$ at $x$. These are ordinary pointwise derivatives, so a point source $\delta(x-y)$ is not covered; the kernel is tested through its integrals against continuous sources.

```lean
/-- The source to the left of `x`, weighted by `sinh (k y)`. -/
def leftLoad (k : ℝ) (f : ℝ → ℝ) (x : ℝ) : ℝ :=
  ∫ y in (0 : ℝ)..x, Real.sinh (k * y) * f y

/-- The source to the right of `x`, weighted by `sinh (k (L - y))`. -/
def rightLoad (k L : ℝ) (f : ℝ → ℝ) (x : ℝ) : ℝ :=
  ∫ y in x..L, Real.sinh (k * (L - y)) * f y
```

These are the two partial integrals

$$A(x)=\int_0^x\sinh(ky)f(y)\,dy,\qquad B(x)=\int_x^L\sinh(k(L-y))f(y)\,dy.$$

```lean
/-- The left and right loads combined with the two hyperbolic sines, for `k, L > 0`. -/
def profile (k L : ℝ) (f : ℝ → ℝ) (x : ℝ) : ℝ :=
  (Real.sinh (k * (L - x)) * leftLoad k f x + Real.sinh (k * x) * rightLoad k L f x) /
    (k * Real.sinh (k * L))

/-- The left and right loads combined with the two hyperbolic cosines, for `k, L > 0`. -/
def slope (k L : ℝ) (f : ℝ → ℝ) (x : ℝ) : ℝ :=
  (Real.cosh (k * x) * rightLoad k L f x - Real.cosh (k * (L - x)) * leftLoad k f x) /
    Real.sinh (k * L)
```

With $S=\sinh(kL)$, the two combinations are

$$P(x)=\frac{\sinh(k(L-x))A(x)+\sinh(kx)B(x)}{kS},$$

$$D(x)=\frac{\cosh(kx)B(x)-\cosh(k(L-x))A(x)}{S}.$$

$P$ will turn out to be the response and $D$ its derivative.

```lean
/-- Reciprocity: source point and field point can be exchanged. -/
theorem green_symm (k L x y : ℝ) : green k L x y = green k L y x := by
  rw [green, green, min_comm x y, max_comm x y]
```

Exchanging $x$ and $y$ changes neither the minimum nor the maximum, so $g(x,y)=g(y,x)$. The command `rw` rewrites with exactly these facts.

```lean
/-- The Green's function is positive when both points lie inside the interval. -/
theorem green_pos {k L x y : ℝ} (hk : 0 < k) (hx : x ∈ Ioo 0 L) (hy : y ∈ Ioo 0 L) :
    0 < green k L x y := by
  have h1 := Real.sinh_pos_iff.2 (mul_pos hk (lt_min hx.1 hy.1))
  have h2 := Real.sinh_pos_iff.2 (mul_pos hk (sub_pos.2 (max_lt hx.2 hy.2)))
  have h3 := Real.sinh_pos_iff.2 (mul_pos hk (hx.1.trans hx.2))
  exact div_pos (mul_pos h1 h2) (mul_pos hk h3)
```

Arguments in braces are inferred by Lean; those in parentheses are supplied explicitly, and here they are the named hypotheses `hk`, `hx` and `hy`. If $x$ and $y$ lie in $(0,L)$, then $\min(x,y)>0$, $L-\max(x,y)>0$ and $L>0$. All three hyperbolic sines therefore have positive arguments and are positive, and so is $g$. The lines `h1`, `h2` and `h3` record the three signs.

```lean
/-- For a continuous source, the response on `[0, L]` splits into the contributions of the
source to the left and to the right of the field point. -/
theorem response_eq_profile {k L x : ℝ} {f : ℝ → ℝ} (hf : Continuous f)
    (hx : x ∈ Icc 0 L) : response k L f x = profile k L f x := by
  have hg : Continuous (fun y => green k L x y * f y) := by
    unfold green
    fun_prop
  have h1 : ∫ y in (0 : ℝ)..x, green k L x y * f y =
      Real.sinh (k * (L - x)) / (k * Real.sinh (k * L)) * leftLoad k f x := by
    rw [leftLoad, ← intervalIntegral.integral_const_mul]
    apply intervalIntegral.integral_congr
    intro y hy
    rw [uIcc_of_le hx.1] at hy
    simp only [green, min_eq_right hy.2, max_eq_left hy.2]
    ring
  have h2 : ∫ y in x..L, green k L x y * f y =
      Real.sinh (k * x) / (k * Real.sinh (k * L)) * rightLoad k L f x := by
    rw [rightLoad, ← intervalIntegral.integral_const_mul]
    apply intervalIntegral.integral_congr
    intro y hy
    rw [uIcc_of_le hx.2] at hy
    simp only [green, min_eq_left hy.1, max_eq_right hy.1]
    ring
  rw [response, ← intervalIntegral.integral_add_adjacent_intervals
    (hg.intervalIntegrable 0 x) (hg.intervalIntegrable x L), h1, h2, profile]
  ring
```

For $x\in[0,L]$, split the integral at $y=x$. On the left $y\le x$, so $\min(x,y)=y$ and $\max(x,y)=x$; on the right the roles are reversed. Taking the factors that do not depend on $y$ out of the integrals gives

$$u(x)=\frac{\sinh(k(L-x))}{kS}A(x)+\frac{\sinh(kx)}{kS}B(x)=P(x).$$

In the proof, `h1` and `h2` are the two halves, and `integral_add_adjacent_intervals` joins them. For now $f$ is continuous on the whole line.

```lean
/-- For a continuous source, `profile` has derivative `slope`, and `slope` has derivative
`k² * profile - f`. -/
theorem profile_derivatives {k L : ℝ} (hk : 0 < k) (hL : 0 < L) {f : ℝ → ℝ}
    (hf : Continuous f) (x : ℝ) :
    HasDerivAt (profile k L f) (slope k L f x) x ∧
      HasDerivAt (slope k L f) (k ^ 2 * profile k L f x - f x) x := by
  have hS : Real.sinh (k * L) ≠ 0 := (Real.sinh_pos_iff.2 (mul_pos hk hL)).ne'
  have cA : Continuous (fun y => Real.sinh (k * y) * f y) := by fun_prop
  have cB : Continuous (fun y => Real.sinh (k * (L - y)) * f y) := by fun_prop
  have hA : HasDerivAt (leftLoad k f) (Real.sinh (k * x) * f x) x :=
    intervalIntegral.integral_hasDerivAt_right (cA.intervalIntegrable _ _)
      (cA.stronglyMeasurableAtFilter _ _) cA.continuousAt
  have hB : HasDerivAt (rightLoad k L f) (-(Real.sinh (k * (L - x)) * f x)) x :=
    intervalIntegral.integral_hasDerivAt_left (cB.intervalIntegrable _ _)
      (cB.stronglyMeasurableAtFilter _ _) cB.continuousAt
  have l1 := (hasDerivAt_id' x).const_mul k
  have l2 := ((hasDerivAt_id' x).const_sub L).const_mul k
  constructor
  · -- the two endpoint terms cancel
    refine (((l2.sinh.fun_mul hA).fun_add (l1.sinh.fun_mul hB)).div_const
      (k * Real.sinh (k * L))).congr_deriv ?_
    rw [slope, div_eq_div_iff (mul_ne_zero hk.ne' hS) hS]
    ring
  · -- the endpoint terms add up to minus the source, by the addition formula
    refine (((l1.cosh.fun_mul hB).fun_sub (l2.cosh.fun_mul hA)).div_const
      (Real.sinh (k * L))).congr_deriv ?_
    have hadd : Real.sinh (k * L) = Real.sinh (k * x) * Real.cosh (k * (L - x)) +
        Real.cosh (k * x) * Real.sinh (k * (L - x)) := by
      rw [← Real.sinh_add]
      congr 1
      ring
    have h1 : f x = (Real.sinh (k * x) * Real.cosh (k * (L - x)) +
        Real.cosh (k * x) * Real.sinh (k * (L - x))) * f x / Real.sinh (k * L) := by
      rw [← hadd]
      field_simp
    have h2 : k ^ 2 * profile k L f x = k * (Real.sinh (k * (L - x)) * leftLoad k f x +
        Real.sinh (k * x) * rightLoad k L f x) / Real.sinh (k * L) := by
      rw [profile]
      field_simp
    rw [h2]
    linear_combination h1
```

By the fundamental theorem of calculus,

$$A'(x)=\sinh(kx)f(x),\qquad B'(x)=-\sinh(k(L-x))f(x),$$

which are `hA` and `hB`. The product rule gives

$$\begin{aligned}kS\,P'={}&-k\cosh(k(L-x))A+\sinh(k(L-x))\sinh(kx)f\\&+k\cosh(kx)B-\sinh(kx)\sinh(k(L-x))f.\end{aligned}$$

The two terms with $f$ cancel, and division by $kS$ leaves $P'=D$. Differentiating again,

$$\begin{aligned}S\,D'={}&k\sinh(kx)B-\cosh(kx)\sinh(k(L-x))f\\&+k\sinh(k(L-x))A-\cosh(k(L-x))\sinh(kx)f.\end{aligned}$$

The terms with $A$ and $B$ add up to $k^2S\,P$. The terms with $f$ add up to $-\sinh(kx+k(L-x))f=-Sf$ by the addition formula, which is `hadd`. Hence $D'=k^2P-f$.

In each half, Lean assembles the derivative from the standard rules, and `congr_deriv` leaves the task of showing that the result equals the stated expression. The tactic `ring` closes such goals by algebra. `linear_combination` does the same after adding multiples of known equations, here `h1`.

```lean
/-- The Green's function solves the Dirichlet problem: for `f` continuous on `[0, L]` the
response vanishes at the walls and satisfies `-u'' + k² u = f` inside. -/
theorem response_isDirichletSolution {k L : ℝ} (hk : 0 < k) (hL : 0 < L) {f : ℝ → ℝ}
    (hf : ContinuousOn f (Icc 0 L)) : IsDirichletSolution k L f (response k L f) := by
  -- extend the source continuously beyond the walls
  obtain ⟨F, hF, hFf⟩ : ∃ F : ℝ → ℝ, Continuous F ∧ ∀ y ∈ Icc 0 L, F y = f y :=
    ⟨fun y => f (max 0 (min L y)),
      hf.comp_continuous (by fun_prop)
        (fun y => ⟨le_max_left _ _, max_le hL.le (min_le_left _ _)⟩),
      fun y hy => by simp only [min_eq_right hy.2, max_eq_right hy.1]⟩
  have hr : ∀ x ∈ Icc 0 L, response k L f x = profile k L F x := by
    intro x hx
    rw [← response_eq_profile hF hx]
    apply intervalIntegral.integral_congr
    intro y hy
    rw [uIcc_of_le hL.le] at hy
    simp only [hFf y hy]
  have hd := profile_derivatives hk hL hF
  refine ⟨ContinuousOn.congr
    (fun x _ => (hd x).1.continuousAt.continuousWithinAt) hr, ?_, ?_,
    slope k L F, fun x => k ^ 2 * profile k L F x - F x, fun x hx => ⟨?_, (hd x).2, ?_⟩⟩
  · rw [hr 0 (left_mem_Icc.2 hL.le)]
    simp [profile, leftLoad]
  · rw [hr L (right_mem_Icc.2 hL.le)]
    simp [profile, rightLoad]
  · exact (hd x).1.congr_of_eventuallyEq (Filter.eventuallyEq_of_mem
      (Ioo_mem_nhds hx.1 hx.2) (fun y hy => hr y (Ioo_subset_Icc_self hy)))
  · rw [hr x (Ioo_subset_Icc_self hx), ← hFf x (Ioo_subset_Icc_self hx)]
    ring
```

This is the existence theorem, and its source need only be continuous on $[0,L]$. To use the previous results, continue $f$ beyond the walls by its boundary values:

$$F(y)=f(\max(0,\min(L,y))).$$

$F$ is continuous everywhere and equals $f$ on $[0,L]$, so the response is unchanged. Thus $u=P$ on $[0,L]$, with $P$ built from $F$; this is `hr`.

The requirements of `IsDirichletSolution` now follow in order. $P$ is differentiable, so $u$ is continuous on $[0,L]$. At $x=0$ both $A(0)$ and $\sinh(0)$ vanish, and at $x=L$ both $\sinh(0)$ and $B(L)$ do, so $u(0)=u(L)=0$. An interior point has a neighbourhood on which $u=P$, so $u$ has the same derivative there, namely $D$. Finally,

$$-u''+k^2u=-(k^2P-F)+k^2P=F=f.$$

```lean
/-- Two solutions of the Dirichlet problem with the same source agree on `[0, L]`. -/
theorem dirichlet_unique {k L : ℝ} (hk : 0 < k) (hL : 0 < L) {f u v : ℝ → ℝ}
    (hu : IsDirichletSolution k L f u) (hv : IsDirichletSolution k L f v) :
    EqOn u v (Icc 0 L) := by
  obtain ⟨cu, u0, uL, u', u'', hu⟩ := hu
  obtain ⟨cv, v0, vL, v', v'', hv⟩ := hv
  -- for `s = k` or `s = -k`, the difference `w = u - v` has `w' + s w` equal to a constant times `exp (s x)`
  have key : ∀ s : ℝ, s ^ 2 = k ^ 2 → ∃ c : ℝ, ∀ x ∈ Ioo 0 L,
      (u' x - v' x) + s * (u x - v x) = c * Real.exp (s * x) := by
    intro s hs
    have hd : ∀ x ∈ Ioo 0 L, HasDerivAt (fun x =>
        ((u' x - v' x) + s * (u x - v x)) * Real.exp (-(s * x))) 0 x := by
      intro x hx
      obtain ⟨a1, a2, a3⟩ := hu x hx
      obtain ⟨b1, b2, b3⟩ := hv x hx
      have he := ((hasDerivAt_id' x).const_mul s).fun_neg.exp
      refine (((a2.fun_sub b2).fun_add ((a1.fun_sub b1).const_mul s)).fun_mul
        he).congr_deriv ?_
      linear_combination (-Real.exp (-(s * x))) * (a3 - b3) -
        Real.exp (-(s * x)) * (u x - v x) * hs
    have hD : DifferentiableOn ℝ (fun x =>
        ((u' x - v' x) + s * (u x - v x)) * Real.exp (-(s * x))) (Ioo 0 L) :=
      fun x hx => (hd x hx).differentiableAt.differentiableWithinAt
    have hm : L / 2 ∈ Ioo 0 L := ⟨by linarith, by linarith⟩
    refine ⟨((u' (L / 2) - v' (L / 2)) + s * (u (L / 2) - v (L / 2))) *
      Real.exp (-(s * (L / 2))), fun x hx => ?_⟩
    have hc := isOpen_Ioo.is_const_of_deriv_eq_zero isPreconnected_Ioo hD
      (fun x hx => (hd x hx).deriv) hx hm
    beta_reduce at hc
    have he : Real.exp (-(s * x)) * Real.exp (s * x) = 1 := by
      rw [← Real.exp_add, neg_add_cancel, Real.exp_zero]
    linear_combination Real.exp (s * x) * hc -
      ((u' x - v' x) + s * (u x - v x)) * he
  obtain ⟨p, hp⟩ := key k rfl
  obtain ⟨q, hq⟩ := key (-k) (by ring)
  have h : EqOn (fun x => 2 * k * (u x - v x))
      (fun x => p * Real.exp (k * x) - q * Real.exp (-k * x)) (Ioo 0 L) := by
    intro x hx
    beta_reduce
    linear_combination hp x hx - hq x hx
  have h' := h.of_subset_closure (continuousOn_const.mul (cu.sub cv))
    (by fun_prop) Ioo_subset_Icc_self (closure_Ioo hL.ne).symm.subset
  -- the walls force both amplitudes to vanish
  have h0 : p - q = 0 := by
    have := h' (left_mem_Icc.2 hL.le)
    simp only [u0, v0, mul_zero, Real.exp_zero, sub_self, mul_one] at this
    linarith
  have h1 : p * Real.exp (k * L) - q * Real.exp (-k * L) = 0 := by
    have := h' (right_mem_Icc.2 hL.le)
    simp only [uL, vL, mul_zero, sub_self] at this
    linarith
  have hlt : Real.exp (-k * L) < Real.exp (k * L) :=
    Real.exp_lt_exp.2 (by nlinarith [mul_pos hk hL])
  have hp0 : p = 0 := by
    have : p * (Real.exp (k * L) - Real.exp (-k * L)) = 0 := by
      linear_combination h1 - Real.exp (-k * L) * h0
    exact (mul_eq_zero.1 this).resolve_right (sub_pos.2 hlt).ne'
  have hq0 : q = 0 := by linarith
  intro x hx
  have hw := h' hx
  simp only [hp0, hq0, zero_mul, sub_self] at hw
  exact sub_eq_zero.1 ((mul_eq_zero.1 hw).resolve_left (by positivity))
```

`EqOn u v (Icc 0 L)` says that $u$ and $v$ agree on $[0,L]$; nothing is claimed about their values elsewhere. Put $w=u-v$. Subtracting the two equations gives $w''=k^2w$ inside. For $s=k$ or $s=-k$ we have $s^2=k^2$, so

$$(w'+sw)'=k^2w+sw'=s(w'+sw),$$

$$\big[(w'+sw)e^{-sx}\big]'=0.$$

The bracket is constant on $(0,L)$. The step called `key` proves this for both signs at once, taking the value at $L/2$ as the constant. So there are numbers $p$ and $q$ with

$$w'+kw=p\,e^{kx},\qquad w'-kw=q\,e^{-kx}.$$

Subtraction gives

$$2kw=p\,e^{kx}-q\,e^{-kx}.$$

This holds inside, and by continuity at the walls too, which is the passage from `h` to `h'`. At $x=0$ it gives $p=q$. At $x=L$ it then gives $p(e^{kL}-e^{-kL})=0$. The bracket is positive, so $p=q=0$, and $w=0$ on $[0,L]$ because $2k\neq0$.

```lean
/-- The response to a uniform unit source, in closed form. -/
theorem response_uniform {k L x : ℝ} (hk : 0 < k) (hL : 0 < L) (hx : x ∈ Icc 0 L) :
    response k L (fun _ => 1) x =
      (1 - Real.cosh (k * (x - L / 2)) / Real.cosh (k * (L / 2))) / k ^ 2 := by
  have hc : Real.cosh (k * (L / 2)) ≠ 0 := (Real.cosh_pos _).ne'
  have hv : IsDirichletSolution k L (fun _ => 1) (fun x =>
      (1 - Real.cosh (k * (x - L / 2)) / Real.cosh (k * (L / 2))) / k ^ 2) := by
    refine ⟨by fun_prop, ?_, ?_,
      fun x => -(Real.sinh (k * (x - L / 2)) / (k * Real.cosh (k * (L / 2)))),
      fun x => -(Real.cosh (k * (x - L / 2)) / Real.cosh (k * (L / 2))),
      fun x _ => ⟨?_, ?_, ?_⟩⟩
    · have h0 : k * (0 - L / 2) = -(k * (L / 2)) := by ring
      simp only [h0, Real.cosh_neg, div_self hc, sub_self, zero_div]
    · have h0 : k * (L - L / 2) = k * (L / 2) := by ring
      simp only [h0, div_self hc, sub_self, zero_div]
    · have hl := ((hasDerivAt_id' x).sub_const (L / 2)).const_mul k
      refine (((hl.cosh.div_const _).const_sub 1).div_const _).congr_deriv ?_
      field_simp
    · have hl := ((hasDerivAt_id' x).sub_const (L / 2)).const_mul k
      refine (hl.sinh.div_const _).fun_neg.congr_deriv ?_
      field_simp
    · have h2 : k ^ 2 * (k ^ 2)⁻¹ = 1 := mul_inv_cancel₀ (by positivity)
      beta_reduce
      linear_combination
        (1 - Real.cosh (k * (x - L / 2)) / Real.cosh (k * (L / 2))) * h2
  exact dirichlet_unique hk hL (response_isDirichletSolution hk hL continuousOn_const) hv hx

end

end DirichletIntervalGreen
```

For the uniform source $f=1$, written `fun _ => 1`, the response is

$$u(x)=\frac{1}{k^2}\left(1-\frac{\cosh(k(x-L/2))}{\cosh(kL/2)}\right),\qquad 0\le x\le L.$$

No integral has to be evaluated. Call the right-hand side $v$. At the walls the numerator is $\cosh(\mp kL/2)=\cosh(kL/2)$, so the ratio of hyperbolic cosines is 1 and $v=0$. Inside,

$$v'=-\frac{\sinh(k(x-L/2))}{k\cosh(kL/2)},\qquad v''=-\frac{\cosh(k(x-L/2))}{\cosh(kL/2)},$$

and therefore $-v''+k^2v=1$. The block `hv` checks these points one by one. The last line then applies `dirichlet_unique`: the response and $v$ solve the same problem, so they agree on $[0,L]$.

```lean
#print axioms DirichletIntervalGreen.green_symm
#print axioms DirichletIntervalGreen.green_pos
#print axioms DirichletIntervalGreen.response_isDirichletSolution
#print axioms DirichletIntervalGreen.response_uniform
```

```
'DirichletIntervalGreen.green_symm' depends on axioms: [propext, Classical.choice, Quot.sound]
'DirichletIntervalGreen.green_pos' depends on axioms: [propext, Classical.choice, Quot.sound]
'DirichletIntervalGreen.response_isDirichletSolution' depends on axioms: [propext, Classical.choice, Quot.sound]
'DirichletIntervalGreen.response_uniform' depends on axioms: [propext, Classical.choice, Quot.sound]
```
